# An M06-type kinetic enhancement factor has a slope of magnitude at most 2 Σ i |a_i| for t ≥ 0, and alternating coefficients reach this bound at t = 0

Let τ be the kinetic-energy density of the occupied orbitals, τ_unif that of a uniform electron gas at the same density, and t = τ_unif/τ their ratio. M06-type functionals map t to a bounded variable w and expand an enhancement factor f in powers of it, with real coefficients a_i:

w(t) = (t − 1)/(t + 1)

f(t) = Σ a_i w(t)^i

All sums here run over i from 0 to n. I call the coefficients alternating if (−1)^i a_i ≥ 0 for 1 ≤ i ≤ n, so zeros are allowed and a_0 is free.

I believe that |f'(t)| ≤ 2 Σ i |a_i| for every t ≥ 0, and that alternating coefficients give equality at t = 0. Among all factors whose nonconstant coefficients have given magnitudes, the alternating ones would then be among the steepest. Can this be made rigorous and checked by machine, including exactly which sign patterns reach the bound?

## Chain rule, triangle inequality and the signs at t = 0

Yes. The bound holds for any real coefficients; signs matter only for equality. Write B for the slope budget:

B = 2 Σ i |a_i|

The quotient rule gives the slope of w:

w'(t) = [(t + 1) − (t − 1)]/(t + 1)² = 2/(t + 1)²

For t ≥ 0 the variable stays between −1 and 1, because

w + 1 = 2t/(t + 1) ≥ 0

1 − w = 2/(t + 1) > 0

By the chain rule,

f'(t) = 2/(t + 1)² · Σ i a_i w^(i−1)

where the i = 0 term is zero, since a_0 is a constant. The triangle inequality and |w| ≤ 1 then give

|f'(t)| ≤ 2/(t + 1)² · Σ i |a_i| = B/(t + 1)² ≤ B

The middle expression is a sharper bound, which falls off as t grows. If some a_i with i ≥ 1 is nonzero, then B > 0, and for t > 0 the last inequality is strict. The budget can therefore be reached only at t = 0, unless f is constant.

At t = 0 we have w = −1, and (−1)^(i−1) = −(−1)^i, so

f'(0) = −2 Σ i (−1)^i a_i

To see when this equals −B, add B:

B + f'(0) = 2 Σ i [|a_i| − (−1)^i a_i]

No term on the right is negative, because a real number never exceeds its absolute value. The sum vanishes exactly when every term does, which for i ≥ 1 means (−1)^i a_i = |a_i|. That is the alternating condition. Replacing every a_i by −a_i reverses the slope and leaves B unchanged, so f'(0) = +B exactly when the negated coefficients alternate. Together, |f'(0)| = B if and only if the numbers (−1)^i a_i with 1 ≤ i ≤ n are all nonnegative or all nonpositive.

A small example shows the effect. For n = 2, a_1 = −1 and a_2 = 1, the budget is 2(1 + 2) = 6 and f'(0) = −6. With a_1 = a_2 = 1 the budget is still 6, but the two contributions partly cancel and f'(0) = −2.

For the comparison between factors, let a alternate and let b be a second set with |b_i| ≤ |a_i| for 1 ≤ i ≤ n. Then for every t ≥ 0

|f_b'(t)| ≤ B_b ≤ B_a = |f_a'(0)|

This is the precise sense of "steepest". Some limit on the magnitudes is needed, since multiplying all coefficients by a large number makes any nonconstant factor steeper.

## What the Lean theorems say about the enhancement factor

The ratio t is a real number, `kineticVar` is w, and `enhancement n a` is f as a function of t. The coefficients form a sequence `a : ℕ → ℝ`, of which only the entries 0 to n are used, because `range (n + 1)` is the set {0, …, n}. The budget B is `slopeBudget n a`; its i = 0 term is zero through the weight i. The predicate `Alternates n a` imposes the sign condition on `Icc 1 n`, the integers from 1 to n. For n = 0 the factor is constant, the budget is zero and the sign condition is empty, so the statements still hold.

The main theorem, `enhancement_slope_bound`, has two parts. The first bounds |f'(t)| by B for all t ≥ 0 with no condition on the coefficients. The second says that |f'(0)| = B if and only if a or −a alternates. `alternating_is_steepest` is the comparison between two coefficient sets, and `abs_deriv_lt_budget` is the strict inequality for t > 0 when some nonconstant coefficient is nonzero.

The slope is written with `deriv`, which Lean sets to zero where a function is not differentiable; `hasDerivAt_enhancement` shows that f is differentiable at every t ≥ 0, so these are true slopes. At t = 0 the derivative is two-sided, which makes sense because the formula for w extends smoothly to slightly negative t. Physically, t = 0 is the limit in which τ is much larger than τ_unif, as in an exponentially decaying density tail.

The model is one factor in one variable. Densities, orbitals, spin, the gradient-dependent factor that multiplies f in a functional and any additional energy terms are absent. No published parameter set enters either, so whether a particular functional has alternating coefficients must be read off its table. The result bears on the numerical sensitivity of semilocal functionals only through the response of this polynomial factor to t.

```lean
import Mathlib

open Finset

namespace KineticEnhancementSlope

noncomputable section

/-- The kinetic variable `w = (t - 1) / (t + 1)`, where `t` is the ratio of the uniform-gas
kinetic-energy density to the actual one. -/
def kineticVar (t : ℝ) : ℝ := (t - 1) / (t + 1)

/-- The kinetic enhancement factor: a polynomial of degree at most `n` in the variable `w`. -/
def enhancement (n : ℕ) (a : ℕ → ℝ) (t : ℝ) : ℝ :=
  ∑ i ∈ range (n + 1), a i * kineticVar t ^ i

/-- The slope budget `2 ∑ i |a i|` of a set of coefficients. -/
def slopeBudget (n : ℕ) (a : ℕ → ℝ) : ℝ :=
  2 * ∑ i ∈ range (n + 1), (i : ℝ) * |a i|

/-- The coefficients of the nonconstant terms alternate in sign: odd ones are nonpositive,
even ones nonnegative. -/
def Alternates (n : ℕ) (a : ℕ → ℝ) : Prop :=
  ∀ i ∈ Icc 1 n, 0 ≤ (-1 : ℝ) ^ i * a i

/-- The kinetic variable has slope `2 / (t + 1)²` at every `t ≥ 0`. -/
theorem hasDerivAt_kineticVar {t : ℝ} (ht : 0 ≤ t) :
    HasDerivAt kineticVar (2 / (t + 1) ^ 2) t := by
  have h1 : t + 1 ≠ 0 := by positivity
  have h := ((hasDerivAt_id' t).sub_const 1).fun_div ((hasDerivAt_id' t).add_const 1) h1
  exact h.congr_deriv (by ring)

/-- For `t ≥ 0` the kinetic variable lies between `-1` and `1`. -/
theorem abs_kineticVar_le_one {t : ℝ} (ht : 0 ≤ t) : |kineticVar t| ≤ 1 := by
  have h1 : 0 < t + 1 := by linarith
  unfold kineticVar
  rw [abs_le]
  constructor
  · rw [le_div_iff₀ h1]
    linarith
  · rw [div_le_one h1]
    linarith

/-- The slope of the enhancement factor at `t ≥ 0`, by the chain rule. -/
theorem hasDerivAt_enhancement (n : ℕ) (a : ℕ → ℝ) {t : ℝ} (ht : 0 ≤ t) :
    HasDerivAt (enhancement n a)
      (2 / (t + 1) ^ 2 * ∑ i ∈ range (n + 1), (i : ℝ) * a i * kineticVar t ^ (i - 1)) t := by
  have h : HasDerivAt (fun s => ∑ i ∈ range (n + 1), a i * kineticVar s ^ i)
      (∑ i ∈ range (n + 1),
        a i * ((i : ℝ) * kineticVar t ^ (i - 1) * (2 / (t + 1) ^ 2))) t :=
    HasDerivAt.fun_sum fun i _ => ((hasDerivAt_kineticVar ht).fun_pow i).const_mul (a i)
  refine h.congr_deriv ?_
  rw [Finset.mul_sum]
  exact Finset.sum_congr rfl fun i _ => by ring

/-- At `t ≥ 0` the absolute slope is at most the slope budget divided by `(t + 1)²`. -/
theorem abs_deriv_le_div (n : ℕ) (a : ℕ → ℝ) {t : ℝ} (ht : 0 ≤ t) :
    |deriv (enhancement n a) t| ≤ slopeBudget n a / (t + 1) ^ 2 := by
  have h2 : (0 : ℝ) ≤ 2 / (t + 1) ^ 2 := by positivity
  -- triangle inequality, then every power of `w` is at most one in size
  have hs : |∑ i ∈ range (n + 1), (i : ℝ) * a i * kineticVar t ^ (i - 1)|
      ≤ ∑ i ∈ range (n + 1), (i : ℝ) * |a i| := by
    refine (Finset.abs_sum_le_sum_abs _ _).trans (Finset.sum_le_sum fun i _ => ?_)
    rw [abs_mul, abs_mul, Nat.abs_cast, abs_pow]
    exact mul_le_of_le_one_right (by positivity)
      (pow_le_one₀ (abs_nonneg _) (abs_kineticVar_le_one ht))
  rw [(hasDerivAt_enhancement n a ht).deriv, abs_mul, abs_of_nonneg h2]
  calc _ ≤ 2 / (t + 1) ^ 2 * ∑ i ∈ range (n + 1), (i : ℝ) * |a i| :=
        mul_le_mul_of_nonneg_left hs h2
    _ = slopeBudget n a / (t + 1) ^ 2 := by
        unfold slopeBudget
        ring

/-- At `t = 0` the slope is `-2 ∑ i (-1)^i a i`. -/
theorem deriv_zero (n : ℕ) (a : ℕ → ℝ) :
    deriv (enhancement n a) 0
      = -(2 * ∑ i ∈ range (n + 1), (i : ℝ) * ((-1 : ℝ) ^ i * a i)) := by
  have hw : kineticVar 0 = -1 := by norm_num [kineticVar]
  rw [(hasDerivAt_enhancement n a (le_refl (0 : ℝ))).deriv, hw, Finset.mul_sum,
    Finset.mul_sum, ← Finset.sum_neg_distrib]
  refine Finset.sum_congr rfl fun i _ => ?_
  cases i with
  | zero => simp
  | succ k =>
    rw [Nat.add_sub_cancel]
    ring

/-- The slope at `t = 0` equals minus the slope budget exactly when the coefficients
alternate in sign. -/
theorem deriv_zero_eq_neg_budget_iff (n : ℕ) (a : ℕ → ℝ) :
    deriv (enhancement n a) 0 = -slopeBudget n a ↔ Alternates n a := by
  have habs : ∀ i : ℕ, |(-1 : ℝ) ^ i * a i| = |a i| := fun i => by simp [abs_mul]
  rw [deriv_zero, slopeBudget]
  constructor
  · intro h i hi
    obtain ⟨h1, hn⟩ := Finset.mem_Icc.1 hi
    have hs : ∑ i ∈ range (n + 1), (i : ℝ) * ((-1 : ℝ) ^ i * a i)
        = ∑ i ∈ range (n + 1), (i : ℝ) * |a i| := by linarith
    -- equal sums of termwise ordered numbers are equal term by term
    have hle : ∀ i ∈ range (n + 1), (i : ℝ) * ((-1 : ℝ) ^ i * a i) ≤ (i : ℝ) * |a i| :=
      fun i _ => mul_le_mul_of_nonneg_left ((le_abs_self _).trans_eq (habs i))
        (Nat.cast_nonneg i)
    have he := (Finset.sum_eq_sum_iff_of_le hle).1 hs i (Finset.mem_range.2 (by omega))
    have hi0 : (i : ℝ) ≠ 0 := Nat.cast_ne_zero.2 (by omega)
    rw [mul_left_cancel₀ hi0 he]
    exact abs_nonneg _
  · intro h
    have hs : ∑ i ∈ range (n + 1), (i : ℝ) * ((-1 : ℝ) ^ i * a i)
        = ∑ i ∈ range (n + 1), (i : ℝ) * |a i| := by
      refine Finset.sum_congr rfl fun i hi => ?_
      have hn := Finset.mem_range.1 hi
      rcases Nat.eq_zero_or_pos i with h0 | hp
      · simp [h0]
      · have hpos := h i (Finset.mem_Icc.2 ⟨hp, by omega⟩)
        rw [← habs i, abs_of_nonneg hpos]
    rw [hs]

/-- For `t ≥ 0` the absolute slope of the enhancement factor is bounded by `2 ∑ i |a i|`, and the
bound is attained at `t = 0` exactly when the coefficients, or their negatives, alternate. -/
theorem enhancement_slope_bound (n : ℕ) (a : ℕ → ℝ) :
    (∀ t : ℝ, 0 ≤ t → |deriv (enhancement n a) t| ≤ slopeBudget n a) ∧
    (|deriv (enhancement n a) 0| = slopeBudget n a ↔
      Alternates n a ∨ Alternates n (fun i => -a i)) := by
  have hB : 0 ≤ slopeBudget n a := by
    unfold slopeBudget
    positivity
  constructor
  · intro t ht
    exact (abs_deriv_le_div n a ht).trans (div_le_self hB (by nlinarith))
  · -- reversing all coefficients reverses the slope and keeps the budget
    have hneg : deriv (enhancement n (fun i => -a i)) 0 = -deriv (enhancement n a) 0 := by
      rw [deriv_zero, deriv_zero]
      simp [Finset.sum_neg_distrib]
    have hb : slopeBudget n (fun i => -a i) = slopeBudget n a := by simp [slopeBudget]
    rw [abs_eq hB, ← deriv_zero_eq_neg_budget_iff n a,
      ← deriv_zero_eq_neg_budget_iff n (fun i => -a i), hneg, hb, neg_inj]
    exact or_comm

/-- An enhancement factor with alternating coefficients `a` is at least as steep at `t = 0` as
any factor whose nonconstant coefficients are no larger in size is at any `t ≥ 0`. -/
theorem alternating_is_steepest {n : ℕ} {a b : ℕ → ℝ} (ha : Alternates n a)
    (hab : ∀ i ∈ Icc 1 n, |b i| ≤ |a i|) {t : ℝ} (ht : 0 ≤ t) :
    |deriv (enhancement n b) t| ≤ |deriv (enhancement n a) 0| := by
  rw [(enhancement_slope_bound n a).2.2 (Or.inl ha)]
  refine ((enhancement_slope_bound n b).1 t ht).trans ?_
  unfold slopeBudget
  refine mul_le_mul_of_nonneg_left (Finset.sum_le_sum fun i hi => ?_) (by norm_num)
  have hn := Finset.mem_range.1 hi
  rcases Nat.eq_zero_or_pos i with h0 | hp
  · simp [h0]
  · exact mul_le_mul_of_nonneg_left (hab i (Finset.mem_Icc.2 ⟨hp, by omega⟩))
      (Nat.cast_nonneg i)

/-- If some nonconstant coefficient is nonzero, the absolute slope at every `t > 0` is strictly
below the slope budget. -/
theorem abs_deriv_lt_budget {n : ℕ} {a : ℕ → ℝ} (ha : ∃ i ∈ Icc 1 n, a i ≠ 0)
    {t : ℝ} (ht : 0 < t) : |deriv (enhancement n a) t| < slopeBudget n a := by
  obtain ⟨i, hi, hai⟩ := ha
  obtain ⟨h1, hn⟩ := Finset.mem_Icc.1 hi
  have hi0 : (0 : ℝ) < i := Nat.cast_pos.2 (by omega)
  have hsum : 0 < ∑ j ∈ range (n + 1), (j : ℝ) * |a j| :=
    Finset.sum_pos' (fun j _ => by positivity)
      ⟨i, Finset.mem_range.2 (by omega), mul_pos hi0 (abs_pos.2 hai)⟩
  have hB : 0 < slopeBudget n a := by
    unfold slopeBudget
    linarith
  exact (abs_deriv_le_div n a ht.le).trans_lt (div_lt_self hB (by nlinarith))

end

end KineticEnhancementSlope
```

```lean
#print axioms KineticEnhancementSlope.enhancement_slope_bound
-- 'KineticEnhancementSlope.enhancement_slope_bound' depends on axioms: [propext, Classical.choice, Quot.sound]
#print axioms KineticEnhancementSlope.alternating_is_steepest
-- 'KineticEnhancementSlope.alternating_is_steepest' depends on axioms: [propext, Classical.choice, Quot.sound]
#print axioms KineticEnhancementSlope.abs_deriv_lt_budget
-- 'KineticEnhancementSlope.abs_deriv_lt_budget' depends on axioms: [propext, Classical.choice, Quot.sound]
```

## How the Lean proof follows the calculation

`hasDerivAt_kineticVar` applies the quotient rule, with t ≥ 0 ensuring a nonzero denominator, and `ring` simplifies the result to 2/(t + 1)². `abs_kineticVar_le_one` splits |w| ≤ 1 into its two inequalities and clears the positive denominator in each.

`hasDerivAt_enhancement` differentiates the polynomial term by term, using the power rule and the derivative of w. It then pulls the common factor 2/(t + 1)² out of the sum.

`abs_deriv_le_div` is the triangle inequality step. `Finset.abs_sum_le_sum_abs` moves the absolute value inside the sum, and `pow_le_one₀` bounds each power of |w| by one. Multiplying by the nonnegative prefactor gives B/(t + 1)².

`deriv_zero` inserts w = −1 and compares the two sums term by term. It treats i = 0 separately from i = k + 1, so that the exponent i − 1 becomes k and the sign identity is plain algebra.

The sign analysis is in `deriv_zero_eq_neg_budget_iff`. In the forward direction, f'(0) = −B says that two sums are equal, while each term of one is at most the corresponding term of the other. `Finset.sum_eq_sum_iff_of_le` concludes that the terms agree individually, which is the argument above about a vanishing sum of nonnegative terms. Cancelling the nonzero weight i leaves (−1)^i a_i = |a_i|. In the reverse direction, the sign condition lets each absolute value be replaced by (−1)^i a_i.

`enhancement_slope_bound` gets its first part by dropping the factor 1/(t + 1)², which is at most one. For the second part, `abs_eq` turns |f'(0)| = B into the two cases f'(0) = B and f'(0) = −B. The auxiliary facts `hneg` and `hb` record how the slope and the budget behave when all coefficients change sign, so the previous lemma settles both cases.

`alternating_is_steepest` chains the bound for b, the termwise comparison of the budgets and the equality for a. `abs_deriv_lt_budget` first shows that B is positive, from the one coefficient assumed nonzero, and then uses that dividing a positive number by (t + 1)² > 1 makes it smaller.

## The same argument for the size of f

Without the derivative, the triangle inequality and |w| ≤ 1 bound the factor itself for t ≥ 0:

|f(t)| ≤ Σ |a_i|

At t = 0 the value is Σ (−1)^i a_i, so equality holds there exactly when the numbers (−1)^i a_i with 0 ≤ i ≤ n are all nonnegative or all nonpositive. Here a_0 does matter, since it contributes to the value of f but not to its slope. This companion bound is a short derivation by hand and is not among the theorems in the file.

## From the slope in t to the derivative in τ

An implementation can compute w directly from the two kinetic-energy densities, provided both use the same prefactor convention:

w = (τ_unif − τ)/(τ_unif + τ)

A self-consistent calculation also needs the derivative of the energy density with respect to τ. At fixed density, ∂t/∂τ = −t/τ, so the contribution from f contains

∂f/∂τ = −(t/τ) f'(t)

Combined with the sharper bound B/(t + 1)², this gives, for positive τ and τ_unif,

|∂f/∂τ| ≤ B τ_unif/(τ + τ_unif)²

At fixed density the right-hand side tends to zero as τ grows, so a steep slope in t near t = 0 does not by itself mean a large derivative in τ. An exponentially decaying density tail is different, because the density ρ falls as well: τ is asymptotically proportional to ρ and τ_unif to ρ^(5/3), so the right-hand side grows as ρ^(−1/3). In an exchange functional, however, f multiplies the uniform-gas exchange energy density, which is proportional to ρ^(4/3). If the gradient-dependent factor is bounded, the resulting contribution to the derivative with respect to τ still tends to zero in the tail.

For a given coefficient table with B > 0, the ratio |f'(0)|/B is a quick diagnostic. It lies between 0 and 1, and equals 1 exactly when the coefficients or their negatives alternate. A smaller value measures how much the terms cancel in the slope at t = 0. The equality case also offers a simple test of code that returns f'(t): feed it an alternating set of coefficients, evaluate f' at t = 0, and compare the result with −B.
